# Janak's theorem and the Slater transition state in a finite basis

Take two real orbitals in a two-function basis with occupations $f=(s,1)$, rotating with $s$: $u_0=(\cos\theta,\sin\theta)$, $u_1=(-\sin\theta,\cos\theta)$, $\theta=s-\tfrac12$. The density matrix $D=s\,u_0u_0^*+u_1u_1^*$ has $D_{00}=s\cos^2\theta+\sin^2\theta$, $D_{11}=s\sin^2\theta+\cos^2\theta$, $D_{01}=(s-1)\sin\theta\cos\theta$. Let the energy be $F(D)=D_{00}^2-D_{11}$. At $s=\tfrac12$ its gradient is $H=\mathrm{diag}(2D_{00},-1)=\mathrm{diag}(1,-1)$, with eigenvectors $u_0,u_1$ and eigenvalues $\varepsilon_0=1$, $\varepsilon_1=-1$. There $D_{00}'=1$, $D_{11}'=0$, $D_{01}'=-\tfrac12$, so $E(s)=F(D(s))$ has $E'(\tfrac12)=1=\varepsilon_0$. To first order the rotation moves only the off-diagonal elements, which $H$ does not see. Numerically, $E(0.6)\approx-0.6312$ and $E(0.4)\approx-0.8292$ give the central difference $0.990$.

## The identities

Let $u_i(f)$ be normalised complex coefficient vectors depending differentiably on the occupations $f$, and $D=\sum_i f_iu_iu_i^*$. Let the real functional $F$ have derivative $dF(X)=\operatorname{Re}\operatorname{tr}(HX)$ at $D$, with $H$ Hermitian and $Hu_i=\varepsilon_iu_i$, $\varepsilon_i$ real. Then
$$\frac{\partial F(D)}{\partial f_k}=\varepsilon_k .$$
Let $E(s)$ be the energy with $f_k$ set to $s$. If $E$ is cubic and $\varepsilon_k$ is taken at $f_k=\tfrac12$, then
$$E(1)-E(0)-\varepsilon_k=E'''/24 .$$

## Use in a code

In a finite orthonormal basis, with the Kohn–Sham energy a function of $D$ alone, $H$ is the Kohn–Sham matrix; the basis index can include spin or the four Dirac spinor components. The first identity tests that a code's matrix is the derivative of its energy: converge at $f_k\pm\delta$ for small $\delta$, with the other occupations held fixed, and compare the central difference quotient with $\varepsilon_k$ at $f_k$. The second underlies estimating an ionisation energy $E(0)-E(1)$ by $-\varepsilon_k$ from one run at half occupation, with correction $-E'''/24$ in the cubic model. For one basis function, $u_0=1$ and $F=(\operatorname{Re}D_{00})^3$: $E(1)-E(0)=1$, $\varepsilon_0=\tfrac34$, and the gap is $\tfrac14=6/24$.

## Derivation

Let $f_i(t)$, $u_i(t)$ be a differentiable path, with primes for $d/dt$. The product rule gives
$$D'=\sum_i\left[f_i\,(u_i'u_i^*+u_iu_i'^*)+f_i'\,u_iu_i^*\right],$$
and the chain rule gives $dF/dt=\operatorname{Re}\operatorname{tr}(HD')$. For vectors $v,w$, $\operatorname{tr}(Hvw^*)=\sum_{ab}H_{ab}v_b\bar w_a=w^*Hv$. Differentiating $u_i^*u_i=1$ gives $u_i'^*u_i+u_i^*u_i'=0$. Hermiticity and real $\varepsilon_i$ turn $Hu_i=\varepsilon_iu_i$ into $u_i^*H=\varepsilon_iu_i^*$, so
$$\operatorname{tr}H(u_i'u_i^*+u_iu_i'^*)=u_i^*Hu_i'+u_i'^*Hu_i=\varepsilon_i(u_i^*u_i'+u_i'^*u_i)=0 .$$
The remaining term has $\operatorname{tr}(Hu_iu_i^*)=u_i^*Hu_i=\varepsilon_i$, hence $dF/dt=\sum_if_i'\varepsilon_i$. Varying $f_k$ alone sets $f_i'=\delta_{ik}$ and leaves $\varepsilon_k$.

For $E=a+bs+cs^2+ds^3$: $E(1)-E(0)=b+c+d$ and $E'(\tfrac12)=b+c+\tfrac34d$. The difference is $d/4$, and $E'''=6d$ everywhere. Substituting $E'(\tfrac12)=\varepsilon_k$ completes the second identity.

```lean
import Mathlib

open Matrix Filter Topology

namespace JanakTheorem

noncomputable section

variable {n ι : Type*} [Fintype n] [Fintype ι]

/-- The real-linear form `X ↦ Re tr(H X)` on one-particle density matrices. -/
def traceForm (H : Matrix n n ℂ) : (n → n → ℂ) →L[ℝ] ℝ :=
  LinearMap.toContinuousLinearMap
    { toFun := fun X => (trace (H * of X)).re
      map_add' := fun X Y => by
        show (trace (H * (of X + of Y))).re = (trace (H * of X)).re + (trace (H * of Y)).re
        rw [Matrix.mul_add, trace_add, Complex.add_re]
      map_smul' := fun c X => by
        show (trace (H * (c • of X))).re = c • (trace (H * of X)).re
        rw [Matrix.mul_smul, trace_smul]
        simp }

/-- The outer product `v w^*`. -/
def outer (v w : n → ℂ) : n → n → ℂ := fun a b => v a * star (w b)

/-- The density matrix `D = ∑ f_i u_i u_i^*` of orbitals `u_i` with occupations `f_i`. -/
def density (f : ι → ℝ) (u : ι → n → ℂ) : n → n → ℂ := ∑ i, f i • outer (u i) (u i)

/-- The energy `F(D)` as a function of the occupation `s` of orbital `k`, the other occupations
being those of `f` and the orbitals following the occupations. -/
def energyLine [DecidableEq ι] (F : (n → n → ℂ) → ℝ) (u : (ι → ℝ) → ι → n → ℂ) (f : ι → ℝ)
    (k : ι) (s : ℝ) : ℝ :=
  F (density (Function.update f k s) (u (Function.update f k s)))

/-- The cubic `a + b s + c s² + d s³`. -/
def cubic (a b c d s : ℝ) : ℝ := a + b * s + c * s ^ 2 + d * s ^ 3

/-- The value of `traceForm H` at `X` is `Re tr(H X)`. -/
theorem traceForm_apply (H : Matrix n n ℂ) (X : n → n → ℂ) :
    traceForm H X = (trace (H * of X)).re := rfl

/-- `Re tr(H v w^*) = Re w^* H v`. -/
theorem traceForm_outer (H : Matrix n n ℂ) (v w : n → ℂ) :
    traceForm H (outer v w) = (star w ⬝ᵥ H *ᵥ v).re := by
  rw [traceForm_apply]
  congr 1
  simp only [trace, diag, Matrix.mul_apply, of_apply, outer, dotProduct, mulVec, Pi.star_apply,
    Finset.mul_sum]
  exact Finset.sum_congr rfl fun a _ => Finset.sum_congr rfl fun b _ => by ring

/-- An orbital that stays normalised near `t` has `u'^* u + u^* u' = 0` at `t`. -/
theorem normalised_deriv {u : ℝ → n → ℂ} {u' : n → ℂ} {t : ℝ} (hu : HasDerivAt u u' t)
    (hn : ∀ᶠ s in 𝓝 t, star (u s) ⬝ᵥ u s = 1) :
    star u' ⬝ᵥ u t + star (u t) ⬝ᵥ u' = 0 := by
  have ha : ∀ a, HasDerivAt (fun s => u s a) (u' a) t := hasDerivAt_pi.1 hu
  have h1 : HasDerivAt (fun s => ∑ a, star (u s a) * u s a)
      (∑ a, (star (u' a) * u t a + star (u t a) * u' a)) t :=
    HasDerivAt.fun_sum fun a _ => (ha a).star.fun_mul (ha a)
  have h2 : HasDerivAt (fun s => ∑ a, star (u s a) * u s a) 0 t :=
    (hasDerivAt_const t (1 : ℂ)).congr_of_eventuallyEq hn
  have h := h1.unique h2
  rw [Finset.sum_add_distrib] at h
  exact h

/-- The derivative of `u u^*` is `u' u^* + u u'^*`. -/
theorem outer_deriv {u : ℝ → n → ℂ} {u' : n → ℂ} {t : ℝ} (hu : HasDerivAt u u' t) :
    HasDerivAt (fun s => outer (u s) (u s)) (outer u' (u t) + outer (u t) u') t := by
  have ha : ∀ a, HasDerivAt (fun s => u s a) (u' a) t := hasDerivAt_pi.1 hu
  exact hasDerivAt_pi.2 fun a => hasDerivAt_pi.2 fun b => (ha a).fun_mul (ha b).star

/-- If `H` is Hermitian, `H u = ε u` and `v^* u + u^* v = 0`, then
`Re tr(H (v u^* + u v^*)) = 0`. -/
theorem relaxation_vanishes {H : Matrix n n ℂ} (hH : H.IsHermitian) {u v : n → ℂ} {ε : ℝ}
    (he : H *ᵥ u = (ε : ℂ) • u) (ht : star v ⬝ᵥ u + star u ⬝ᵥ v = 0) :
    traceForm H (outer v u + outer u v) = 0 := by
  -- Hermiticity: `u^*` is a left eigenvector with the same eigenvalue
  have h : star u ᵥ* H = (ε : ℂ) • star u := by
    have h0 : star (H *ᵥ u) = star u ᵥ* Hᴴ := by rw [Matrix.star_mulVec]
    rw [hH.eq, he] at h0
    rw [← h0]
    ext a
    simp
  rw [add_comm] at ht
  rw [map_add, traceForm_outer, traceForm_outer, he, Matrix.dotProduct_mulVec, h,
    smul_dotProduct, dotProduct_smul, ← Complex.add_re, ← smul_add, ht]
  simp

/-- Along a differentiable path of occupations and normalised orbitals, if `dF = Re tr(H ·)` at
`D(t)` with `H` Hermitian and `H u_i(t) = ε_i u_i(t)`, then `dF(D)/dt = ∑ f_i' ε_i`. -/
theorem energy_path {F : (n → n → ℂ) → ℝ} {H : Matrix n n ℂ} {ε : ι → ℝ}
    {f : ℝ → ι → ℝ} {f' : ι → ℝ} {u : ℝ → ι → n → ℂ} {t : ℝ}
    (hf : HasDerivAt f f' t) (hu : DifferentiableAt ℝ u t)
    (hn : ∀ᶠ s in 𝓝 t, ∀ i, star (u s i) ⬝ᵥ u s i = 1)
    (hF : HasFDerivAt F (traceForm H) (density (f t) (u t))) (hH : H.IsHermitian)
    (he : ∀ i, H *ᵥ u t i = (ε i : ℂ) • u t i) :
    HasDerivAt (fun s => F (density (f s) (u s))) (∑ i, f' i * ε i) t := by
  have hfi : ∀ i, HasDerivAt (fun s => f s i) (f' i) t := hasDerivAt_pi.1 hf
  have hui : ∀ i, HasDerivAt (fun s => u s i) (deriv u t i) t := hasDerivAt_pi.1 hu.hasDerivAt
  have hD : HasDerivAt (fun s => density (f s) (u s))
      (∑ i, (f t i • (outer (deriv u t i) (u t i) + outer (u t i) (deriv u t i))
        + f' i • outer (u t i) (u t i))) t :=
    HasDerivAt.fun_sum fun i _ => (hfi i).smul (outer_deriv (hui i))
  refine (HasFDerivAt.comp_hasDerivAt t hF hD).congr_deriv ?_
  rw [map_sum]
  refine Finset.sum_congr rfl fun i _ => ?_
  -- orbital relaxation drops out; the occupation term gives `ε_i`
  have h0 := relaxation_vanishes hH (he i) (normalised_deriv (hui i) (hn.mono fun s h => h i))
  rw [map_add, map_smul, map_smul, h0, traceForm_outer, he i, dotProduct_smul,
    hn.self_of_nhds i]
  simp

/-- Janak's theorem: for normalised orbitals differentiable in the occupations, with
`dF = Re tr(H ·)` at `D`, `H` Hermitian and `H u_i = ε_i u_i`, one has `∂F(D)/∂f_k = ε_k`. -/
theorem janak [DecidableEq ι] {F : (n → n → ℂ) → ℝ} {H : Matrix n n ℂ} {ε f : ι → ℝ}
    {u : (ι → ℝ) → ι → n → ℂ} (hu : DifferentiableAt ℝ u f)
    (hn : ∀ᶠ g in 𝓝 f, ∀ i, star (u g i) ⬝ᵥ u g i = 1)
    (hF : HasFDerivAt F (traceForm H) (density f (u f))) (hH : H.IsHermitian)
    (he : ∀ i, H *ᵥ u f i = (ε i : ℂ) • u f i) (k : ι) :
    HasDerivAt (energyLine F u f k) (ε k) (f k) := by
  have hp : HasDerivAt (Function.update f k) (Pi.single k (1 : ℝ)) (f k) :=
    hasDerivAt_update f k (f k)
  have h0 : Function.update f k (f k) = f := Function.update_eq_self k f
  have hu' : DifferentiableAt ℝ u (Function.update f k (f k)) := by rwa [h0]
  have ht : Tendsto (Function.update f k) (𝓝 (f k)) (𝓝 f) := by
    have h := hp.continuousAt.tendsto
    rwa [h0] at h
  have h := energy_path (F := F) (H := H) (ε := ε) (u := fun s => u (Function.update f k s)) hp
    (hu'.comp (f k) hp.differentiableAt) (ht.eventually hn) (by simpa only [h0] using hF) hH
    (by simpa only [h0] using he)
  refine h.congr_deriv ?_
  simp [Pi.single_apply]

/-- For a cubic energy `E`, `E(1) - E(0) - E'(1/2) = E'''(x)/24` at every `x`. -/
theorem slater_cubic (a b c d x : ℝ) :
    cubic a b c d 1 - cubic a b c d 0 - deriv (cubic a b c d) (1 / 2)
      = iteratedDeriv 3 (cubic a b c d) x / 24 := by
  have hd : ∀ a b c d : ℝ, deriv (cubic a b c d) = cubic b (2 * c) (3 * d) 0 := by
    intro a b c d
    funext s
    have h := hasDerivAt_id' s
    have h1 : HasDerivAt (cubic a b c d) _ s :=
      (((h.const_mul b).const_add a).fun_add ((h.fun_pow 2).const_mul c)).fun_add
        ((h.fun_pow 3).const_mul d)
    rw [h1.deriv]
    unfold cubic
    ring1
  have h3 : iteratedDeriv 3 (cubic a b c d) x = deriv (deriv (deriv (cubic a b c d))) x := by
    rw [iteratedDeriv_eq_iterate]
    rfl
  rw [h3]
  simp only [hd, cubic]
  ring

/-- Slater transition state: under the hypotheses of Janak's theorem at `f_k = 1/2`, if the
energy `E` is cubic in the occupation of orbital `k`, then `E(1) - E(0) - ε_k = E'''/24`. -/
theorem transition_state [DecidableEq ι] {F : (n → n → ℂ) → ℝ} {H : Matrix n n ℂ} {ε f : ι → ℝ}
    {u : (ι → ℝ) → ι → n → ℂ} (hu : DifferentiableAt ℝ u f)
    (hn : ∀ᶠ g in 𝓝 f, ∀ i, star (u g i) ⬝ᵥ u g i = 1)
    (hF : HasFDerivAt F (traceForm H) (density f (u f))) (hH : H.IsHermitian)
    (he : ∀ i, H *ᵥ u f i = (ε i : ℂ) • u f i) (k : ι) (hk : f k = 1 / 2) {a b c d : ℝ}
    (hE : energyLine F u f k = cubic a b c d) (x : ℝ) :
    energyLine F u f k 1 - energyLine F u f k 0 - ε k
      = iteratedDeriv 3 (energyLine F u f k) x / 24 := by
  have h := (janak hu hn hF hH he k).deriv
  rw [hk] at h
  rw [← h, hE]
  exact slater_cubic a b c d x

/-- The rows of the plane rotation by the angle `θ`. -/
def rot (θ : ℝ) : Fin 2 → Fin 2 → ℝ := ![![Real.cos θ, Real.sin θ], ![-Real.sin θ, Real.cos θ]]

/-- Two orbitals rotated by the angle `g₀ - 1/2`. -/
def rotOrbitals (g : Fin 2 → ℝ) : Fin 2 → Fin 2 → ℂ := fun i a => (rot (g 0 - 1 / 2) i a : ℂ)

/-- The functional `(Re tr(diag(1,0) X))² - Re tr(diag(0,1) X)`. -/
def quadEnergy (X : Fin 2 → Fin 2 → ℂ) : ℝ :=
  traceForm (diagonal ![1, 0]) X * traceForm (diagonal ![1, 0]) X - traceForm (diagonal ![0, 1]) X

/-- The rotating orbitals, the quadratic functional, `H = diag(1,-1)` and `ε = (1,-1)` meet the
hypotheses of Janak's theorem at `f = (1/2, 1)`. -/
theorem janak_witness :
    DifferentiableAt ℝ rotOrbitals ![1 / 2, 1] ∧
    (∀ g i, star (rotOrbitals g i) ⬝ᵥ rotOrbitals g i = 1) ∧
    HasFDerivAt quadEnergy (traceForm (diagonal ![1, -1]))
      (density ![1 / 2, 1] (rotOrbitals ![1 / 2, 1])) ∧
    (diagonal ![(1 : ℂ), -1]).IsHermitian ∧
    ∀ i, diagonal ![1, -1] *ᵥ rotOrbitals ![1 / 2, 1] i
      = ((![1, -1] i : ℝ) : ℂ) • rotOrbitals ![1 / 2, 1] i := by
  refine ⟨?_, fun g i => ?_, ?_, ?_, fun i => ?_⟩
  · refine differentiableAt_pi.2 fun i => differentiableAt_pi.2 fun a => ?_
    have h : DifferentiableAt ℝ (fun g : Fin 2 → ℝ => rot (g 0 - 1 / 2) i a) ![1 / 2, 1] := by
      fin_cases i <;> fin_cases a <;> simp [rot] <;> fun_prop
    exact Complex.ofRealCLM.differentiableAt.comp _ h
  · have h : ∀ θ, ∑ a, rot θ i a * rot θ i a = 1 := by
      intro θ
      fin_cases i <;> simp [rot, Fin.sum_univ_two] <;> nlinarith [Real.sin_sq_add_cos_sq θ]
    simp only [dotProduct, rotOrbitals, Pi.star_apply, Complex.star_def, Complex.conj_ofReal]
    exact_mod_cast h _
  · have hD : traceForm (diagonal ![1, 0]) (density ![1 / 2, 1] (rotOrbitals ![1 / 2, 1]))
        = 1 / 2 := by
      simp [traceForm_apply, trace_fin_two, diagonal_mul, density, outer, rotOrbitals, rot,
        Fin.sum_univ_two]
    have hA := (traceForm (diagonal ![(1 : ℂ), 0])).hasFDerivAt
      (x := density ![1 / 2, 1] (rotOrbitals ![1 / 2, 1]))
    have hB := (traceForm (diagonal ![(0 : ℂ), 1])).hasFDerivAt
      (x := density ![1 / 2, 1] (rotOrbitals ![1 / 2, 1]))
    refine HasFDerivAt.congr_fderiv ((hA.mul hA).sub hB) (ContinuousLinearMap.ext fun X => ?_)
    rw [hD]
    simp [traceForm_apply, trace_fin_two, diagonal_mul]
    ring
  · ext i j
    fin_cases i <;> fin_cases j <;> simp [conjTranspose_apply]
  · ext a
    fin_cases i <;> fin_cases a <;> simp [mulVec_diagonal, rotOrbitals, rot]

end

end JanakTheorem
```

```lean
#print axioms JanakTheorem.transition_state
```

```
'JanakTheorem.transition_state' depends on axioms: [propext, Classical.choice, Quot.sound]
```

## Statement and proof

The finite types `n` and `ι` index basis functions and orbitals, `star` is complex conjugation, and `density f u` is $D$. `traceForm H` is the real-linear map $X\mapsto\operatorname{Re}\operatorname{tr}(HX)$ on all complex arrays, and `energyLine F u f k` is $E$, with the orbitals following the occupations. In `janak`, `hu` is differentiability of the orbitals at $f$, `hn` is normalisation in a neighbourhood of $f$, `hF` is the Fréchet derivative at $D$, `hH` is Hermiticity, and `he` is the eigenvalue equation at $f$ only. The conclusion says that $E$ is differentiable at $f_k$ with derivative $\varepsilon_k$. `transition_state` adds `hk`, $f_k=\tfrac12$, and `hE`, equality of $E$ with a cubic at every real $s$; the third derivative may be taken at any point `x`.

`traceForm_outer` is the trace formula, `outer_deriv` the derivative of $uu^*$, and `normalised_deriv` the differentiated constraint. `relaxation_vanishes` builds the left-eigenvector relation as `h` and factors out $\varepsilon$. `energy_path` assembles $D'$ as `hD`, applies the chain rule `HasFDerivAt.comp_hasDerivAt` and evaluates term by term. `janak` takes the path `Function.update f k`, whose velocity is `Pi.single k (1 : ℝ)`. `slater_cubic` shows that differentiation sends coefficients $(a,b,c,d)$ to $(b,2c,3d,0)$, iterates this three times and closes with `ring`. `janak_witness` verifies the five hypotheses for the rotating example above.

The pattern in `normalised_deriv` serves for any conserved quantity: compute one derivative by the product rule, get a second, zero, from `congr_of_eventuallyEq` because the quantity is locally constant, and equate them with `h1.unique h2`.

## Reach and limits

Orthogonality between different orbitals is never used, so orthonormal families are included. Occupations are arbitrary reals, and no energy minimum or aufbau ordering is required. The basis is finite with unit overlap matrix; continuum Kohn–Sham theory is not treated. Differentiability of $u(f)$ and the eigenvalue equation are assumed, not derived from self-consistency, so nothing is said about loosely converged orbitals or about degenerate levels where the orbitals may jump. The derivative is two-sided, which excludes a kink in $E$ at integer occupation. $F$ sees the occupations only through $D$, so a smearing entropy written in the $f_i$, or a functional of individual orbitals, needs its own treatment. The Slater identity is exact for cubics and gives no bound on higher-order terms. The rotating example is not cubic in $s$ and instantiates `janak` only. The decimal values, the one-function cubic example and the remarks on practice were not run through Lean.
